# The directional small-wave-vector limit of $|S(k)|^2/|k|^2$ for neutral point charges

For finitely many real charges $q_j$ at positions $r_j$ with zero total charge and dipole moment $p$, let $S(k)=\sum_j q_j\,e^{i\langle k,r_j\rangle}$. For any vector $u$, the quotient $|S(tu)|^2/t^2$ tends to $\langle u,p\rangle^2$ as $t\to0$ with $t\neq0$. For $+1$ at $e_1$ and $-1$ at the origin of $\mathbb R^2$ the limit is $1$ along $e_1$ and $0$ along $e_2$.

## Physical setting

Charges $q_j$ sit at positions $r_j$. Define
$$Q=\sum_j q_j,\qquad p=\sum_j q_j r_j,\qquad S(k)=\sum_j q_j\,e^{i\langle k,r_j\rangle}.$$
For a system periodic in three dimensions, with $S$ formed from the charges of one cell, the reciprocal-space part of the Ewald energy sums $|S(k)|^2/|k|^2$, times a Gaussian damping factor in $|k|$ and a constant, over the nonzero reciprocal lattice vectors, and $k=0$ needs separate treatment. The result describes the bare quotient near $k=0$, for point charges, without Gaussian damping, prefactor or lattice.

## Statement

All limits exclude the point $0$ itself.

1. $S(0)=Q$, and for $Q=0$ the dipole is unchanged by a common shift of all positions.
2. If $Q=0$, then $|S(tu)|^2/t^2\to\langle u,p\rangle^2$ for every $u$. If $|u|=1$, the same limit holds for $|S(tu)|^2/|tu|^2$.
3. If $Q\neq0$, then $|S(tu)|^2/t^2\to+\infty$ for every $u$.
4. If $Q=0$ and $|S(k)|^2/|k|^2\to L$ as $k\to0$, then $\langle u,p\rangle^2=L$ for every unit $u$. No real $L$ exists when $p\neq0$ and some unit vector is orthogonal to $p$.
5. The planar pair has the limits $1$ and $0$ along the axes and no real limit as $k\to0$.

## Derivation

At $k=0$ every phase factor is $1$, so $S(0)=Q$. A shift by $a$ gives $\sum_j q_j(r_j+a)=p+Qa$, which is $p$ when $Q=0$.

Along the ray $k=tu$ one has $\langle tu,r_j\rangle=t\langle u,r_j\rangle$, so
$$\frac{d}{dt}S(tu)\Big|_{t=0}=\sum_j q_j\,i\langle u,r_j\rangle=i\langle u,p\rangle .$$
For $Q=0$ the difference quotient $\big(S(tu)-S(0)\big)/t$ equals $S(tu)/t$, which therefore tends to $i\langle u,p\rangle$. The squared modulus is continuous, so
$$\frac{|S(tu)|^2}{t^2}=\left|\frac{S(tu)}{t}\right|^2\to|i\langle u,p\rangle|^2=\langle u,p\rangle^2 .$$
For $|u|=1$ the denominator $|tu|^2$ equals $t^2$.

For $Q\neq0$ the numerator tends to $Q^2>0$ by continuity, while $1/t^2\to+\infty$, so the product diverges.

Suppose $Q=0$ and the full limit is $L$. For unit $u$ the points $tu$ with $t\neq0$ are nonzero and approach $0$, so the limit along the ray is also $L$, and uniqueness gives $\langle u,p\rangle^2=L$. If $p\neq0$, a unit $v\perp p$ gives $L=0$, while $u=p/|p|$ gives $L=|p|^2\neq0$, a contradiction.

For the pair, $Q=0$ and $p=e_1$, so $\langle e_1,p\rangle^2=1$ and $\langle e_2,p\rangle^2=0$. As a direct check, $|S(te_1)|^2=|e^{it}-1|^2=4\sin^2(t/2)$ and $S(te_2)=1-1=0$.

## What the formal version assumes

The charges are `q : ι → ℝ` over a finite index type, and the positions are `r : ι → E` with `E` any real inner product space, of any dimension. Wave vectors live in the same space `E`, and `⟪k, r j⟫_ℝ` is the phase. The definitions `totalCharge`, `dipole`, `structureFactor` and `reciprocalTerm` are $Q$, $p$, $S(k)$ with the sign convention $e^{+i\langle k,r\rangle}$, and $|S(k)|^2/|k|^2$. Neutrality is the hypothesis `totalCharge q = 0`; it is assumed in the theorems on neutral charges and proved for the pair. The filter `𝓝[≠] 0` means approach to zero through nonzero values, from both signs when the variable is $t$, so the value Lean assigns to a division by zero never enters. In the example `axis 0` is $e_1$ and `axis 1` is $e_2$.

Dropping neutrality gives the divergence in item 3. The orthogonal unit vector in item 4 is needed as well: on the line $E=\mathbb R$ every $k$ lies on one ray and the limit $p^2$ exists.

The wave vector varies continuously and no cell, lattice sum, energy or continuous charge density appears. The link between the direction-dependent limit and the shape-dependent dipole surface term of a periodic Coulomb sum is not established by these theorems, and neither is the converse that the full limit is $0$ when $Q=0$ and $p=0$.

```lean
import Mathlib

open Filter Topology
open scoped InnerProductSpace

namespace NeutralCellSmallWaveVector

noncomputable section

variable {ι E : Type*} [Fintype ι] [NormedAddCommGroup E] [InnerProductSpace ℝ E]

/-- The total charge `Q = ∑ q_j` of a finite set of point charges. -/
def totalCharge (q : ι → ℝ) : ℝ := ∑ j, q j

/-- The dipole moment `p = ∑ q_j r_j` of charges `q_j` at positions `r_j`. -/
def dipole (q : ι → ℝ) (r : ι → E) : E := ∑ j, q j • r j

/-- The charge structure factor `S(k) = ∑ q_j exp(i k·r_j)`. -/
def structureFactor (q : ι → ℝ) (r : ι → E) (k : E) : ℂ :=
  ∑ j, (q j : ℂ) * Complex.exp (Complex.I * ((⟪k, r j⟫_ℝ : ℝ) : ℂ))

/-- The reciprocal-space term `|S(k)|² / |k|²`. -/
def reciprocalTerm (q : ι → ℝ) (r : ι → E) (k : E) : ℝ :=
  ‖structureFactor q r k‖ ^ 2 / ‖k‖ ^ 2

/-- At zero wave vector the structure factor equals the total charge. -/
theorem structureFactor_zero (q : ι → ℝ) (r : ι → E) :
    structureFactor q r 0 = (totalCharge q : ℂ) := by
  simp [structureFactor, totalCharge]

/-- For neutral charges the dipole moment is unchanged when all positions are shifted by
the same vector. -/
theorem dipole_shift {q : ι → ℝ} (r : ι → E) (hQ : totalCharge q = 0) (a : E) :
    dipole q (fun j => r j + a) = dipole q r := by
  have h : ∑ j, q j • a = 0 := by
    rw [← Finset.sum_smul]
    change totalCharge q • a = 0
    rw [hQ, zero_smul]
  simp only [dipole, smul_add, Finset.sum_add_distrib, h, add_zero]

/-- Along the ray `k = t u` the structure factor has derivative `i u·p` at `t = 0`. -/
theorem hasDerivAt_structureFactor (q : ι → ℝ) (r : ι → E) (u : E) :
    HasDerivAt (fun t : ℝ => structureFactor q r (t • u))
      (Complex.I * ((⟪u, dipole q r⟫_ℝ : ℝ) : ℂ)) 0 := by
  -- each phase factor contributes `q_j i u·r_j`
  have hterm : ∀ j, HasDerivAt
      (fun t : ℝ => (q j : ℂ) * Complex.exp (Complex.I * ((⟪t • u, r j⟫_ℝ : ℝ) : ℂ)))
      ((q j : ℂ) * (Complex.I * ((⟪u, r j⟫_ℝ : ℝ) : ℂ))) 0 := by
    intro j
    have h1 : HasDerivAt (fun t : ℝ => t * ⟪u, r j⟫_ℝ) (⟪u, r j⟫_ℝ) 0 :=
      ((hasDerivAt_id' (0 : ℝ)).mul_const (⟪u, r j⟫_ℝ)).congr_deriv (one_mul _)
    have h2 := ((h1.ofReal_comp.const_mul Complex.I).cexp).const_mul (q j : ℂ)
    simp only [real_inner_smul_left]
    exact h2.congr_deriv (by simp)
  have hs := HasDerivAt.fun_sum (fun j (_ : j ∈ Finset.univ) => hterm j)
  have hp : ⟪u, dipole q r⟫_ℝ = ∑ j, q j * ⟪u, r j⟫_ℝ := by
    simp only [dipole, inner_sum, real_inner_smul_right]
  unfold structureFactor
  refine hs.congr_deriv ?_
  -- the contributions add up to the projection of the dipole
  rw [hp]
  push_cast
  rw [Finset.mul_sum]
  exact Finset.sum_congr rfl (fun j _ => by ring)

/-- For neutral charges `S(t u) / t` tends to `i u·p` as `t → 0` with `t ≠ 0`. -/
theorem tendsto_structureFactor_div {q : ι → ℝ} (r : ι → E) (hQ : totalCharge q = 0)
    (u : E) :
    Tendsto (fun t : ℝ => structureFactor q r (t • u) / (t : ℂ)) (𝓝[≠] 0)
      (𝓝 (Complex.I * ((⟪u, dipole q r⟫_ℝ : ℝ) : ℂ))) := by
  have h := hasDerivAt_iff_tendsto_slope_zero.mp (hasDerivAt_structureFactor q r u)
  refine h.congr (fun t => ?_)
  -- neutrality removes `S(0)` from the difference quotient
  simp only [zero_add, zero_smul, structureFactor_zero, hQ, Complex.ofReal_zero, sub_zero]
  rw [Complex.real_smul, Complex.ofReal_inv, div_eq_inv_mul]

/-- For neutral charges and any vector `u`, `|S(t u)|² / t²` tends to `(u·p)²` as `t → 0`
with `t ≠ 0`. -/
theorem tendsto_normSq_structureFactor_div {q : ι → ℝ} (r : ι → E)
    (hQ : totalCharge q = 0) (u : E) :
    Tendsto (fun t : ℝ => ‖structureFactor q r (t • u)‖ ^ 2 / t ^ 2) (𝓝[≠] 0)
      (𝓝 (⟪u, dipole q r⟫_ℝ ^ 2)) := by
  have h := ((tendsto_structureFactor_div r hQ u).norm).pow 2
  have hlim : ‖Complex.I * ((⟪u, dipole q r⟫_ℝ : ℝ) : ℂ)‖ ^ 2 = ⟪u, dipole q r⟫_ℝ ^ 2 := by
    rw [norm_mul, Complex.norm_I, one_mul, Complex.norm_real, Real.norm_eq_abs, sq_abs]
  rw [hlim] at h
  refine h.congr (fun t => ?_)
  simp only [norm_div, div_pow, Complex.norm_real, Real.norm_eq_abs, sq_abs]

/-- For neutral charges and a unit vector `u`, the term `|S(k)|² / |k|²` at `k = t u` tends
to `(u·p)²` as `t → 0` with `t ≠ 0`. -/
theorem tendsto_reciprocalTerm_ray {q : ι → ℝ} (r : ι → E) (hQ : totalCharge q = 0)
    {u : E} (hu : ‖u‖ = 1) :
    Tendsto (fun t : ℝ => reciprocalTerm q r (t • u)) (𝓝[≠] 0)
      (𝓝 (⟪u, dipole q r⟫_ℝ ^ 2)) := by
  refine (tendsto_normSq_structureFactor_div r hQ u).congr (fun t => ?_)
  simp only [reciprocalTerm, norm_smul, hu, mul_one, Real.norm_eq_abs, sq_abs]

/-- For a nonzero total charge, `|S(t u)|² / t²` diverges to `+∞` as `t → 0` with
`t ≠ 0`. -/
theorem tendsto_atTop_of_charged {q : ι → ℝ} (r : ι → E) (hQ : totalCharge q ≠ 0)
    (u : E) :
    Tendsto (fun t : ℝ => ‖structureFactor q r (t • u)‖ ^ 2 / t ^ 2) (𝓝[≠] 0) atTop := by
  -- the numerator tends to `Q² > 0`
  have hS : Tendsto (fun t : ℝ => structureFactor q r (t • u)) (𝓝 0)
      (𝓝 (totalCharge q : ℂ)) := by
    have h := (hasDerivAt_structureFactor q r u).continuousAt.tendsto
    simpa only [zero_smul, structureFactor_zero] using h
  have hN : Tendsto (fun t : ℝ => ‖structureFactor q r (t • u)‖ ^ 2) (𝓝[≠] 0)
      (𝓝 (‖(totalCharge q : ℂ)‖ ^ 2)) :=
    (hS.norm.pow 2).mono_left nhdsWithin_le_nhds
  have hpos : 0 < ‖(totalCharge q : ℂ)‖ ^ 2 :=
    pow_pos (norm_pos_iff.mpr (Complex.ofReal_ne_zero.mpr hQ)) 2
  -- the denominator tends to zero from above
  have h2 : Tendsto (fun t : ℝ => t ^ 2) (𝓝[≠] 0) (𝓝[>] 0) := by
    refine tendsto_nhdsWithin_iff.mpr ⟨?_, ?_⟩
    · exact ((continuous_pow 2).tendsto' 0 0 (by simp)).mono_left nhdsWithin_le_nhds
    · filter_upwards [self_mem_nhdsWithin] with t ht
      have ht' : t ≠ 0 := ht
      exact Set.mem_Ioi.mpr (lt_of_le_of_ne (sq_nonneg t) (pow_ne_zero 2 ht').symm)
  have hinv : Tendsto (fun t : ℝ => (t ^ 2)⁻¹) (𝓝[≠] 0) atTop :=
    tendsto_inv_nhdsGT_zero.comp h2
  refine (Filter.Tendsto.pos_mul_atTop hpos hN hinv).congr (fun t => ?_)
  exact (div_eq_mul_inv _ _).symm

/-- If for neutral charges `|S(k)|² / |k|²` tends to `L` as `k → 0` with `k ≠ 0`, then
`(u·p)² = L` for every unit vector `u`. -/
theorem inner_dipole_sq_eq_of_tendsto {q : ι → ℝ} {r : ι → E} (hQ : totalCharge q = 0)
    {L : ℝ} (hL : Tendsto (reciprocalTerm q r) (𝓝[≠] 0) (𝓝 L)) {u : E} (hu : ‖u‖ = 1) :
    ⟪u, dipole q r⟫_ℝ ^ 2 = L := by
  have hu0 : u ≠ 0 := by
    intro h
    rw [h, norm_zero] at hu
    exact zero_ne_one hu
  -- the ray `t u` approaches the origin through nonzero wave vectors
  have hray : Tendsto (fun t : ℝ => t • u) (𝓝[≠] 0) (𝓝[≠] 0) := by
    refine tendsto_nhdsWithin_iff.mpr ⟨?_, ?_⟩
    · have hc : Continuous (fun t : ℝ => t • u) := by fun_prop
      exact (hc.tendsto' 0 0 (zero_smul ℝ u)).mono_left nhdsWithin_le_nhds
    · filter_upwards [self_mem_nhdsWithin] with t ht
      have ht' : t ≠ 0 := ht
      have hne : t • u ≠ 0 := smul_ne_zero ht' hu0
      exact hne
  exact tendsto_nhds_unique (tendsto_reciprocalTerm_ray r hQ hu) (hL.comp hray)

/-- For neutral charges with a nonzero dipole that is orthogonal to some unit vector,
`|S(k)|² / |k|²` has no real limit as `k → 0` with `k ≠ 0`. -/
theorem not_tendsto_reciprocalTerm {q : ι → ℝ} {r : ι → E} (hQ : totalCharge q = 0)
    (hp : dipole q r ≠ 0) {v : E} (hv : ‖v‖ = 1) (hvp : ⟪v, dipole q r⟫_ℝ = 0) :
    ¬ ∃ L : ℝ, Tendsto (reciprocalTerm q r) (𝓝[≠] 0) (𝓝 L) := by
  rintro ⟨L, hL⟩
  have hn : ‖dipole q r‖ ≠ 0 := norm_ne_zero_iff.mpr hp
  have hu : ‖‖dipole q r‖⁻¹ • dipole q r‖ = 1 := by
    rw [norm_smul, norm_inv, norm_norm, inv_mul_cancel₀ hn]
  -- compare the direction of the dipole with the orthogonal direction
  have h1 := inner_dipole_sq_eq_of_tendsto hQ hL hu
  have h2 := inner_dipole_sq_eq_of_tendsto hQ hL hv
  rw [hvp] at h2
  rw [real_inner_smul_left, real_inner_self_eq_norm_sq, ← h2] at h1
  have h3 : (‖dipole q r‖⁻¹ * ‖dipole q r‖ ^ 2) ^ 2 ≠ 0 :=
    pow_ne_zero 2 (mul_ne_zero (inv_ne_zero hn) (pow_ne_zero 2 hn))
  exact h3 (by rw [h1]; norm_num)

/-- The Cartesian unit vectors of the plane: `axis 0` is `e₁` and `axis 1` is `e₂`. -/
def axis (i : Fin 2) : EuclideanSpace ℝ (Fin 2) := EuclideanSpace.basisFun (Fin 2) ℝ i

/-- The charges `+1` and `-1` of a pair. -/
def pairCharge : Fin 2 → ℝ := ![1, -1]

/-- The positions `e₁` and `0` of the two charges of the pair in the plane. -/
def pairPosition : Fin 2 → EuclideanSpace ℝ (Fin 2) := ![axis 0, 0]

/-- The pair is neutral with nonzero dipole `e₁`, both axes are unit vectors, and `e₂` is
orthogonal to the dipole. -/
theorem pair_witness :
    totalCharge pairCharge = 0 ∧ dipole pairCharge pairPosition = axis 0 ∧
      dipole pairCharge pairPosition ≠ 0 ∧ ‖axis 0‖ = 1 ∧ ‖axis 1‖ = 1 ∧
      ⟪axis 1, dipole pairCharge pairPosition⟫_ℝ = 0 := by
  have hn : ∀ i, ‖axis i‖ = 1 := fun i =>
    (EuclideanSpace.basisFun (Fin 2) ℝ).orthonormal.1 i
  have ho : ⟪axis 1, axis 0⟫_ℝ = 0 :=
    (EuclideanSpace.basisFun (Fin 2) ℝ).orthonormal.2 (by decide : (1 : Fin 2) ≠ 0)
  have hp : dipole pairCharge pairPosition = axis 0 := by
    simp [dipole, pairCharge, pairPosition, Fin.sum_univ_two]
  refine ⟨?_, hp, ?_, hn 0, hn 1, ?_⟩
  · simp [totalCharge, pairCharge, Fin.sum_univ_two]
  · rw [hp]
    intro h
    have h0 := hn 0
    rw [h, norm_zero] at h0
    exact zero_ne_one h0
  · rw [hp]
    exact ho

/-- For `+1` at `e₁` and `-1` at the origin, `|S(t u)|² / t²` tends to `1` along `u = e₁`
and to `0` along `u = e₂` as `t → 0` with `t ≠ 0`. -/
theorem pair_limits :
    Tendsto (fun t : ℝ => ‖structureFactor pairCharge pairPosition (t • axis 0)‖ ^ 2 / t ^ 2)
        (𝓝[≠] 0) (𝓝 1) ∧
      Tendsto (fun t : ℝ => ‖structureFactor pairCharge pairPosition (t • axis 1)‖ ^ 2 / t ^ 2)
        (𝓝[≠] 0) (𝓝 0) := by
  obtain ⟨hQ, hp, -, hn0, -, ho⟩ := pair_witness
  have h0 := tendsto_normSq_structureFactor_div pairPosition hQ (axis 0)
  have h1 := tendsto_normSq_structureFactor_div pairPosition hQ (axis 1)
  have e0 : ⟪axis 0, dipole pairCharge pairPosition⟫_ℝ ^ 2 = 1 := by
    rw [hp, real_inner_self_eq_norm_sq, hn0]
    norm_num
  have e1 : ⟪axis 1, dipole pairCharge pairPosition⟫_ℝ ^ 2 = 0 := by
    rw [ho]
    norm_num
  rw [e0] at h0
  rw [e1] at h1
  exact ⟨h0, h1⟩

/-- For `+1` at `e₁` and `-1` at the origin, `|S(k)|² / |k|²` has no real limit as `k → 0`
with `k ≠ 0` in the plane. -/
theorem pair_no_limit :
    ¬ ∃ L : ℝ, Tendsto (reciprocalTerm pairCharge pairPosition) (𝓝[≠] 0) (𝓝 L) := by
  obtain ⟨hQ, -, hp, -, hn1, ho⟩ := pair_witness
  exact not_tendsto_reciprocalTerm hQ hp hn1 ho

end

end NeutralCellSmallWaveVector
```

```lean
#print axioms NeutralCellSmallWaveVector.tendsto_atTop_of_charged
#print axioms NeutralCellSmallWaveVector.not_tendsto_reciprocalTerm
#print axioms NeutralCellSmallWaveVector.pair_limits
#print axioms NeutralCellSmallWaveVector.pair_no_limit
```

```
'NeutralCellSmallWaveVector.tendsto_atTop_of_charged' depends on axioms: [propext, Classical.choice, Quot.sound]
'NeutralCellSmallWaveVector.not_tendsto_reciprocalTerm' depends on axioms: [propext, Classical.choice, Quot.sound]
'NeutralCellSmallWaveVector.pair_limits' depends on axioms: [propext, Classical.choice, Quot.sound]
'NeutralCellSmallWaveVector.pair_no_limit' depends on axioms: [propext, Classical.choice, Quot.sound]
```

## Notes on the proof

`structureFactor_zero` and `dipole_shift` are item 1; in the second, `h` is the vanishing of $Qa$.

`hasDerivAt_structureFactor` differentiates term by term. In `hterm`, `h1` is the derivative of $t\langle u,r_j\rangle$, and `h2` applies the chain rule through multiplication by $i$, the exponential and the factor $q_j$. `HasDerivAt.fun_sum` adds the terms, and `hp` identifies $\sum_j q_j\langle u,r_j\rangle$ with $\langle u,p\rangle$. Neutrality is not used there.

`tendsto_structureFactor_div` turns the derivative into the limit of the difference quotient by `hasDerivAt_iff_tendsto_slope_zero` and removes $S(0)$ with `hQ`. `tendsto_normSq_structureFactor_div` takes the norm and squares it, with `hlim` evaluating $|i\langle u,p\rangle|^2$. `tendsto_reciprocalTerm_ray` replaces $|tu|^2$ by $t^2$ using `hu`.

In `tendsto_atTop_of_charged`, continuity comes from the derivative, `hN` and `hpos` give the positive limit of the numerator, `h2` and `hinv` give $1/t^2\to+\infty$, and `Filter.Tendsto.pos_mul_atTop` combines them.

`inner_dipole_sq_eq_of_tendsto` shows in `hray` that the ray stays off the origin while approaching it, composes the assumed limit with the ray, and closes with `tendsto_nhds_unique`. `not_tendsto_reciprocalTerm` applies this to $p/|p|$ and to $v$; `h3` says that the first value is nonzero.

`pair_witness` collects the charge, dipole, norms and orthogonality of the example. `pair_limits` inserts them into the general ray limit without using the sine formula, and `pair_no_limit` inserts them into `not_tendsto_reciprocalTerm`.
